# The unnormalised creation formula is N + 1 times the signed permutation average of an orbital times an antisymmetric N-particle function

## Coordinates, signs and antisymmetry

Let $X$ be the set of values that the coordinate of one particle can take, for example position together with spin. A configuration of $n$ particles is a list $x=(x_0,\dots,x_{n-1})$, in Lean a function `x : Fin n → X`, and a many-particle function assigns a complex number to each configuration. Counting starts at zero throughout. The identities assume nothing about $X$: there is no measure, no inner product and no integrability condition, and they hold pointwise. Only the counter-example at the end assumes that $X$ is nonempty.

```lean
import Mathlib

open Equiv

namespace CreationByAntisymmetrization

noncomputable section

variable {X : Type*} {n N : ℕ}
```

A permutation $\sigma$ of the particle labels has a sign $\operatorname{sgn}\sigma=\pm1$. Since it will multiply wavefunction values, it is taken as a complex number.

```lean
/-- The sign of a permutation of the particles, as a complex number. -/
def parity (σ : Perm (Fin n)) : ℂ := ((Perm.sign σ : ℤ) : ℂ)
```

The permutation acts on a configuration by composition, $(x\circ\sigma)_j=x_{\sigma(j)}$. A function $F$ is antisymmetric when

$$F(x\circ\sigma)=\operatorname{sgn}(\sigma)\,F(x)\qquad\text{for all }\sigma\text{ and }x .$$

This is the condition on a wavefunction of identical fermions. For $n=0$ and $n=1$ the only permutation is the identity, so every function satisfies it.

```lean
/-- A many-particle function is antisymmetric if permuting its coordinates multiplies it by
the sign of the permutation. -/
def IsAntisymmetric (F : (Fin n → X) → ℂ) : Prop :=
  ∀ (σ : Perm (Fin n)) (x : Fin n → X), F (x ∘ σ) = parity σ * F x
```

The antisymmetrizer $A$ is the signed average

$$(A G)(x)=\frac1{n!}\sum_{\sigma}\operatorname{sgn}(\sigma)\,G(x\circ\sigma).$$

With the prefactor $1/n!$ it leaves antisymmetric functions unchanged, as shown below. The prefactor $1/\sqrt{n!}$ familiar from normalised Slater determinants would instead multiply them by $\sqrt{n!}$.

```lean
/-- The antisymmetrizer: the signed average over all permutations of the coordinates. -/
def antisymmetrize (G : (Fin n → X) → ℂ) (x : Fin n → X) : ℂ :=
  (n.factorial : ℂ)⁻¹ * ∑ σ : Perm (Fin n), parity σ * G (x ∘ σ)
```

## The product and the creation formula

Given an orbital $\varphi:X\to\mathbb C$ and an $N$-particle function $F$, the plain product gives the first coordinate to the orbital and the others to $F$:

$$(\varphi\otimes F)(x)=\varphi(x_0)\,F(x_1,\dots,x_N).$$

In Lean, `j.succ` is the index $j+1$, so argument $j$ of $F$ receives $x_{j+1}$.

```lean
/-- The plain product `φ(x₀) F(x₁, …, x_N)` of an orbital and an `N`-particle function. -/
def prepend (φ : X → ℂ) (F : (Fin N → X) → ℂ) (x : Fin (N + 1) → X) : ℂ :=
  φ (x 0) * F (fun j => x j.succ)
```

The creation formula lets each of the $N+1$ coordinates enter the orbital in turn:

$$(C_\varphi F)(x)=\sum_{i=0}^{N}(-1)^i\,\varphi(x_i)\,F(x\text{ with }x_i\text{ removed}).$$

The map `i.succAbove` lists the indices other than $i$ in increasing order, so `x ∘ i.succAbove` is the configuration with $x_i$ removed.

```lean
/-- The creation formula: the sum over `i` of `(-1)^i φ(x_i) F(x with x_i removed)`. -/
def create (φ : X → ℂ) (F : (Fin N → X) → ℂ) (x : Fin (N + 1) → X) : ℂ :=
  ∑ i : Fin (N + 1), (-1) ^ (i : ℕ) * φ (x i) * F (x ∘ i.succAbove)
```

This sum is not normalised. The creation operator of second quantisation, in the convention that puts the new particle first, is $a^\dagger(\varphi)F=C_\varphi F/\sqrt{N+1}$. If $F$ is antisymmetric and normalised, and $\varphi$ is normalised and orthogonal to $F$ in each coordinate, then $C_\varphi F$ has norm $\sqrt{N+1}$ and $a^\dagger(\varphi)F$ has norm 1.

## Relabelling a signed sum

Two properties of the sign are needed. It is multiplicative, $\operatorname{sgn}(\sigma\tau)=\operatorname{sgn}(\sigma)\operatorname{sgn}(\tau)$:

```lean
/-- The sign of a composition of permutations is the product of the signs. -/
theorem parity_mul (σ τ : Perm (Fin n)) : parity (σ * τ) = parity σ * parity τ := by
  simp [parity]
```

It also squares to one, because it is either $1$ or $-1$:

```lean
/-- The sign of a permutation squares to one. -/
theorem parity_sq (σ : Perm (Fin n)) : parity σ * parity σ = 1 := by
  rcases Int.units_eq_one_or (Perm.sign σ) with h | h <;> simp [parity, h]
```

Now relabel the particles by a fixed $\tau$ inside a signed sum. Since $(x\circ\tau)\circ\sigma=x\circ(\tau\sigma)$, put $\sigma'=\tau\sigma$, which runs over all permutations as $\sigma$ does. From $\operatorname{sgn}\sigma'=\operatorname{sgn}\tau\operatorname{sgn}\sigma$ it follows that $\operatorname{sgn}\sigma=\operatorname{sgn}\tau\operatorname{sgn}\sigma'$, and therefore

$$\sum_\sigma\operatorname{sgn}(\sigma)\,G((x\circ\tau)\circ\sigma)=\operatorname{sgn}(\tau)\sum_{\sigma'}\operatorname{sgn}(\sigma')\,G(x\circ\sigma').$$

The Lean proof makes this change of variable with `Equiv.sum_comp (Equiv.mulLeft τ)`, starting from the right-hand side. It then compares the sums term by term, where $\operatorname{sgn}(\tau)^2=1$ closes the comparison.

```lean
/-- Relabelling the particles by `τ` multiplies a signed sum over permutations by the
sign of `τ`. -/
theorem signed_sum_comp (G : (Fin n → X) → ℂ) (x : Fin n → X) (τ : Perm (Fin n)) :
    ∑ σ : Perm (Fin n), parity σ * G ((x ∘ τ) ∘ σ)
      = parity τ * ∑ σ : Perm (Fin n), parity σ * G (x ∘ σ) := by
  -- replace the summation variable `σ` on the right by `τ * σ`
  rw [Finset.mul_sum, ← Equiv.sum_comp (Equiv.mulLeft τ)
    (fun σ => parity τ * (parity σ * G (x ∘ σ)))]
  refine Finset.sum_congr rfl fun σ _ => ?_
  change parity σ * G ((x ∘ τ) ∘ σ) = parity τ * (parity (τ * σ) * G ((x ∘ τ) ∘ σ))
  rw [parity_mul]
  linear_combination (-(parity σ * G ((x ∘ τ) ∘ σ))) * parity_sq τ
```

Multiplying by $1/n!$ gives $(AG)(x\circ\tau)=\operatorname{sgn}(\tau)\,(AG)(x)$. Thus $AG$ is antisymmetric, whatever $G$ was.

```lean
/-- The antisymmetrizer turns every many-particle function into an antisymmetric one. -/
theorem antisymmetrize_isAntisymmetric (G : (Fin n → X) → ℂ) :
    IsAntisymmetric (antisymmetrize G) := by
  intro τ x
  unfold antisymmetrize
  rw [signed_sum_comp]
  ring
```

If $F$ is antisymmetric already, each term of its signed sum is

$$\operatorname{sgn}(\sigma)F(x\circ\sigma)=\operatorname{sgn}(\sigma)^2F(x)=F(x).$$

There are $n!$ such terms, and the prefactor cancels their number, so $AF=F$. In the proof, `hterm` is the identity for one term and `hsum` adds the terms up.

```lean
/-- The antisymmetrizer leaves antisymmetric functions unchanged. -/
theorem antisymmetrize_eq_self {F : (Fin n → X) → ℂ} (hF : IsAntisymmetric F) :
    antisymmetrize F = F := by
  funext x
  have hsum : ∑ σ : Perm (Fin n), parity σ * F (x ∘ σ) = (n.factorial : ℂ) * F x := by
    have hterm : ∀ σ : Perm (Fin n), parity σ * F (x ∘ σ) = F x := fun σ => by
      rw [hF σ x, ← mul_assoc, parity_sq, one_mul]
    simp only [hterm, Finset.sum_const, Finset.card_univ, Fintype.card_perm,
      Fintype.card_fin, nsmul_eq_mul]
  have h0 : (n.factorial : ℂ) ≠ 0 := Nat.cast_ne_zero.mpr (Nat.factorial_ne_zero n)
  unfold antisymmetrize
  rw [hsum, ← mul_assoc, inv_mul_cancel₀ h0, one_mul]
```

## Sorting permutations by the coordinate in the orbital

In the signed sum for $\varphi\otimes F$, the permutation $\sigma$ contributes $\operatorname{sgn}(\sigma)\,\varphi(x_{\sigma(0)})\,F(x_{\sigma(1)},\dots,x_{\sigma(N)})$. Group the permutations by $p=\sigma(0)$. Each $\sigma$ can be written uniquely as a permutation $e$ of the last $N$ labels, followed by the exchange of $0$ and $p$. When $p=0$ there is no exchange. This is Mathlib's equivalence `Equiv.Perm.decomposeFin`, which turns the sum over $\sigma$ into a double sum over $p$ and $e$.

**Case $p=0$.** The orbital keeps $x_0$, the sign of $\sigma$ is $\operatorname{sgn}e$, and $F$ receives $(x_1,\dots,x_N)$ permuted by $e$. This is the term with sign $(-1)^0$.

**Case $p=i+1$, with $0\le i<N$.** The exchange contributes a minus sign, so $\operatorname{sgn}\sigma=-\operatorname{sgn}e$. It also puts $x_0$ where $x_{i+1}$ used to be. Before $e$ acts, $F$ would therefore receive

$$(x_1,\dots,x_i,\;x_0,\;x_{i+2},\dots,x_N),$$

whereas the natural order after removing $x_{i+1}$ is

$$y=(x_0,x_1,\dots,x_i,\;x_{i+2},\dots,x_N).$$

The two lists differ by a cycle $c$ of the first $i+1$ places, and the first list is $y\circ c$. A cycle of length $i+1$ has sign $(-1)^i$. By the relabelling rule,

$$-\sum_e\operatorname{sgn}(e)\,F((y\circ c)\circ e)=-(-1)^i\sum_e\operatorname{sgn}(e)\,F(y\circ e)=(-1)^{p}\sum_e\operatorname{sgn}(e)\,F(y\circ e).$$

Both cases give the same expression. Writing $i$ for the coordinate in the orbital, as the Lean statement does,

$$\sum_\sigma\operatorname{sgn}(\sigma)\,(\varphi\otimes F)(x\circ\sigma)=\sum_{i=0}^N(-1)^i\varphi(x_i)\sum_e\operatorname{sgn}(e)\,F\big((x\text{ with }x_i\text{ removed})\circ e\big).$$

In the proof, `Fin.cases` separates the two cases. In the second, `hs` states that $\operatorname{sgn}\sigma=-\operatorname{sgn}e$, `hf` identifies the reordered list, `hc` is the sign of the cycle `i.cycleRange`, and `key` is the relabelling rule.

```lean
/-- The signed sum over permutations of `N + 1` particles splits according to the coordinate
`x_i` placed in the orbital, with sign `(-1)^i` and a signed sum over the other `N`. -/
theorem signed_sum_split (φ : X → ℂ) (F : (Fin N → X) → ℂ) (x : Fin (N + 1) → X) :
    ∑ σ : Perm (Fin (N + 1)), parity σ * (φ (x (σ 0)) * F (fun j => x (σ j.succ)))
      = ∑ i : Fin (N + 1), (-1) ^ (i : ℕ) * φ (x i) *
          ∑ e : Perm (Fin N), parity e * F ((x ∘ i.succAbove) ∘ e) := by
  rw [← Equiv.sum_comp Equiv.Perm.decomposeFin.symm, Fintype.sum_prod_type]
  refine Finset.sum_congr rfl fun p _ => ?_
  induction p using Fin.cases with
  | zero =>
    -- the first particle stays in the orbital
    rw [Finset.mul_sum]
    refine Finset.sum_congr rfl fun e _ => ?_
    have hs : parity (Equiv.Perm.decomposeFin.symm ((0 : Fin (N + 1)), e)) = parity e := by
      simp [parity, Equiv.Perm.decomposeFin.symm_sign]
    have hf : (fun j : Fin N => x (Equiv.Perm.decomposeFin.symm ((0 : Fin (N + 1)), e) j.succ))
        = (x ∘ (0 : Fin (N + 1)).succAbove) ∘ e := by
      funext j
      simp [Equiv.Perm.decomposeFin_symm_apply_succ]
    have h0 : ((0 : Fin (N + 1)) : ℕ) = 0 := rfl
    rw [hs, hf, Equiv.Perm.decomposeFin_symm_apply_zero, h0]
    ring
  | succ i =>
    -- a transposition brings `x_(i+1)` to the front, a cycle restores the order of the rest
    have hs : ∀ e : Perm (Fin N),
        parity (Equiv.Perm.decomposeFin.symm (i.succ, e)) = -parity e := fun e => by
      simp [parity, Equiv.Perm.decomposeFin.symm_sign, Fin.succ_ne_zero]
    have hf : ∀ e : Perm (Fin N),
        (fun j : Fin N => x (Equiv.Perm.decomposeFin.symm (i.succ, e) j.succ))
          = ((x ∘ i.succ.succAbove) ∘ i.cycleRange) ∘ e := fun e => by
      funext j
      simp only [Equiv.Perm.decomposeFin_symm_apply_succ, Function.comp_apply,
        Fin.succAbove_cycleRange]
    have hc : parity i.cycleRange = (-1) ^ (i : ℕ) := by
      simp [parity, Fin.sign_cycleRange]
    have key := signed_sum_comp F (x ∘ i.succ.succAbove) i.cycleRange
    rw [hc] at key
    calc _ = ∑ e : Perm (Fin N), (-φ (x i.succ)) *
          (parity e * F (((x ∘ i.succ.succAbove) ∘ i.cycleRange) ∘ e)) := by
            refine Finset.sum_congr rfl fun e _ => ?_
            rw [hs, hf, Equiv.Perm.decomposeFin_symm_apply_zero]
            ring
      _ = _ := by
            rw [← Finset.mul_sum, key, Fin.val_succ, pow_succ]
            ring
```

## Comparing the prefactors

The antisymmetrizer on $N+1$ particles carries $1/(N+1)!$, and the one on $N$ particles carries $1/N!$. Because $(N+1)/(N+1)!=1/N!$, the split sum gives, for every $F$,

$$(N+1)\,A(\varphi\otimes F)=C_\varphi(AF).$$

The $A$ on the left acts on $N+1$ coordinates and the one on the right on $N$. No symmetry of $F$ has been used. The steps `e1` and `e2` write both sides as a prefactor times the same double sum, and `hc` matches the prefactors.

```lean
/-- For any `F`, antisymmetric or not, `N + 1` times the antisymmetrized product of `φ` and `F`
is the creation formula applied to the antisymmetrized `F`. -/
theorem antisymmetrize_prepend (φ : X → ℂ) (F : (Fin N → X) → ℂ) (x : Fin (N + 1) → X) :
    ((N : ℂ) + 1) * antisymmetrize (prepend φ F) x = create φ (antisymmetrize F) x := by
  have e1 : antisymmetrize (prepend φ F) x = ((N + 1).factorial : ℂ)⁻¹ *
      ∑ i : Fin (N + 1), (-1) ^ (i : ℕ) * φ (x i) *
        ∑ e : Perm (Fin N), parity e * F ((x ∘ i.succAbove) ∘ e) := by
    rw [← signed_sum_split]
    rfl
  have e2 : create φ (antisymmetrize F) x = (N.factorial : ℂ)⁻¹ *
      ∑ i : Fin (N + 1), (-1) ^ (i : ℕ) * φ (x i) *
        ∑ e : Perm (Fin N), parity e * F ((x ∘ i.succAbove) ∘ e) := by
    unfold create
    rw [Finset.mul_sum]
    refine Finset.sum_congr rfl fun i _ => ?_
    unfold antisymmetrize
    ring
  -- the prefactors agree: `(N + 1) / (N + 1)! = 1 / N!`
  have hc : ((N : ℂ) + 1) * ((N + 1).factorial : ℂ)⁻¹ = (N.factorial : ℂ)⁻¹ := by
    have h1 : (N : ℂ) + 1 ≠ 0 := Nat.cast_add_one_ne_zero N
    rw [Nat.factorial_succ, Nat.cast_mul, Nat.cast_add, Nat.cast_one, mul_inv, ← mul_assoc,
      mul_inv_cancel₀ h1, one_mul]
  rw [e1, e2, ← mul_assoc, hc]
```

## The identity for antisymmetric F

If $F$ is antisymmetric, then $AF=F$ and the right-hand side becomes the creation formula for $F$ itself:

$$(N+1)\,A(\varphi\otimes F)(x)=\sum_{i=0}^{N}(-1)^i\varphi(x_i)\,F(x\text{ with }x_i\text{ removed}).$$

The Lean statement takes any orbital `φ`, any `F` with the hypothesis `hF : IsAntisymmetric F`, and any configuration `x` of $N+1$ coordinates. The case $N=0$ is included, where both sides are $\varphi(x_0)$ times the single value of $F$.

```lean
/-- For antisymmetric `F`, `N + 1` times the antisymmetrizer applied to `φ(x₀) F(x₁, …, x_N)`
equals the `(N + 1)`-term creation formula. -/
theorem create_eq_antisymmetrize (φ : X → ℂ) {F : (Fin N → X) → ℂ}
    (hF : IsAntisymmetric F) (x : Fin (N + 1) → X) :
    ((N : ℂ) + 1) * antisymmetrize (prepend φ F) x = create φ F x := by
  rw [antisymmetrize_prepend, antisymmetrize_eq_self hF]
```

The left-hand side is antisymmetric because $A$ makes it so, and hence the right-hand side is too:

$$(C_\varphi F)(x\circ\sigma)=(N+1)\,A(\varphi\otimes F)(x\circ\sigma)=\operatorname{sgn}(\sigma)\,(C_\varphi F)(x).$$

The proof rewrites both occurrences of `create φ F` by the identity and then applies the antisymmetry of $A(\varphi\otimes F)$.

```lean
/-- Adding a particle in the orbital `φ` to an antisymmetric function by the creation formula
gives an antisymmetric function. -/
theorem create_isAntisymmetric (φ : X → ℂ) {F : (Fin N → X) → ℂ}
    (hF : IsAntisymmetric F) : IsAntisymmetric (create φ F) := by
  intro σ x
  rw [← create_eq_antisymmetrize φ hF, ← create_eq_antisymmetrize φ hF,
    antisymmetrize_isAntisymmetric (prepend φ F) σ x]
  ring
```

In electronic structure, the creation formula adds an electron in the orbital $\varphi$ to an $N$-electron wavefunction, whether a single determinant or a correlated state, with $N+1$ terms in place of a sum over $(N+1)!$ permutations. If the wavefunction is a determinant that already contains $\varphi$, the result is zero. The theorems concern this one operation on functions; annihilation operators and anticommutation relations do not enter.

## A symmetric F for which antisymmetry fails

Without antisymmetry of $F$, the creation formula can produce a function that is not antisymmetric. Take $\varphi=1$ and the constant two-particle function $F=1$, which is symmetric. For every configuration of three particles,

$$(C_\varphi F)(x)=1-1+1=1.$$

Put all three particles at the same point $a$ and exchange the first two. The configuration does not change, but antisymmetry would require $1=-1$. The Lean statement assumes that $X$ is nonempty, which supplies the point $a$. Two particles is the smallest number for which such an example exists, since functions of zero or one coordinate are always antisymmetric.

The identity with the antisymmetrizer fails for the same $F$: here $AF=\tfrac12(1-1)=0$, so $(N+1)\,A(\varphi\otimes F)=C_\varphi(AF)=0$, while $C_\varphi F=1$.

```lean
/-- If `X` is nonempty, then for the constant orbital `1` and the constant two-particle function `1`
the creation formula gives a function that is not antisymmetric. -/
theorem create_const_not_isAntisymmetric [Nonempty X] :
    ¬ IsAntisymmetric (create (fun _ : X => 1) (fun _ : Fin 2 → X => 1)) := by
  intro h
  obtain ⟨a⟩ := ‹Nonempty X›
  have hc : ∀ x : Fin (2 + 1) → X,
      create (fun _ : X => 1) (fun _ : Fin 2 → X => 1) x = 1 := fun x => by
    simp [create, Fin.sum_univ_succ]
  have hp : parity (Equiv.swap (0 : Fin (2 + 1)) 1) = -1 := by
    have hs : Perm.sign (Equiv.swap (0 : Fin (2 + 1)) 1) = -1 :=
      Equiv.Perm.sign_swap (by decide)
    simp [parity, hs]
  have h1 := h (Equiv.swap 0 1) (fun _ => a)
  simp only [hc, hp] at h1
  norm_num at h1

end

end CreationByAntisymmetrization
```

```lean
#print axioms CreationByAntisymmetrization.create_isAntisymmetric
#print axioms CreationByAntisymmetrization.create_const_not_isAntisymmetric
```

```
'CreationByAntisymmetrization.create_isAntisymmetric' depends on axioms: [propext, Classical.choice, Quot.sound]
'CreationByAntisymmetrization.create_const_not_isAntisymmetric' depends on axioms: [propext, Classical.choice, Quot.sound]
```

## Antisymmetry as part of the type

In this formalisation antisymmetry is a hypothesis on an ordinary function. Another model would make it part of the type, so that each element of the type is an $N$-particle function bundled with a proof of its antisymmetry. Creation would then be a map from antisymmetric $N$-particle functions to antisymmetric $(N+1)$-particle functions, and the antisymmetry of its output would have to be proved in order to define the map. Repeated creation would need no further hypotheses. In exchange, the plain product $\varphi\otimes F$ would in general lie outside the type of antisymmetric functions, and the constant function of the counter-example could not be supplied as an input. With ordinary functions, the product, the antisymmetrizer and the counter-example all live in the same setting.
